# Integrability of a quadratic polynomial times a Gaussian-damped plane wave

The theorem concerns the plane wave exp(2ipy) damped by the Gaussian exp(−y²), with p real and no normalisation imposed. It states that the product of this function with any polynomial c₀ + c₁y + c₂y², whose coefficients may be complex, is integrable over the real line. The attempt first treats each power yⁿ separately, comparing the norm of yⁿ times the damped wave with that of the real function yⁿ exp(−y²), which is known to be integrable. It then adds the cases n = 0, 1 and 2, multiplied by their coefficients.

As first written in Lean, the proof fails:

```lean
import Mathlib

open MeasureTheory
open scoped Real ComplexConjugate

namespace IntegrableQuadratic

noncomputable section

/-- The Gaussian-damped plane wave `exp(-y² + 2ipy)`. -/
def gaussWave (p y : ℝ) : ℂ := Complex.exp (-(y : ℂ) ^ 2 + 2 * Complex.I * p * y)

/-- A quadratic polynomial times the damped plane wave is integrable over the line. -/
theorem integrable_quadratic (c₀ c₁ c₂ : ℂ) (p : ℝ) :
    Integrable (fun y : ℝ => (c₀ + c₁ * y + c₂ * (y : ℂ) ^ 2) * gaussWave p y) := by
  have hm : ∀ n : ℕ, Integrable (fun y : ℝ => (y : ℂ) ^ n * gaussWave p y) := by
    intro n
    have hn : (-1 : ℝ) < (n : ℝ) := by
      have : (0 : ℝ) ≤ (n : ℝ) := Nat.cast_nonneg n
      linarith
    have h := integrable_rpow_mul_exp_neg_mul_sq (b := 1) one_pos hn
    have hcont : Continuous (fun y : ℝ => (y : ℂ) ^ n * gaussWave p y) := by
      unfold gaussWave
      fun_prop
      refine h.mono hcont.aestronglyMeasurable (ae_of_all _ fun y => le_of_eq ?_)
    -- the plane wave is a pure phase, so only the Gaussian is left in the norm
    have hg : ‖gaussWave p y‖ = Real.exp (-1 * y ^ 2) := by
      rw [gaussWave, Complex.norm_exp]
      congr 1
      simp [pow_two]
    simp only [norm_mul, norm_pow, hg, Complex.norm_real, Real.rpow_natCast,
      Real.norm_eq_abs, Real.abs_exp]
  refine ((((hm 0).const_mul c₀).add ((hm 1).const_mul c₁)).add
    ((hm 2).const_mul c₂)).congr (ae_of_all _ fun y => ?_)
  simp only [Pi.add_apply]
  ring

end

end IntegrableQuadratic
```

Messages:

```
Main.lean:25:6: error: No goals to be solved
Main.lean:27:27: error(lean.unknownIdentifier): Unknown identifier `y`
Main.lean:27:47: error(lean.unknownIdentifier): Unknown identifier `y`
Main.lean:31:4: error: `simp` made no progress
```

The `refine` line is indented as part of the proof of `hcont`, the continuity claim. `fun_prop` has already finished that proof, so Lean reports that there are no goals left for `refine` to work on.

The other errors follow from this. The step was meant to reduce integrability to a pointwise equality of norms, and its `fun y` was to bring the point `y` into the context. Since it never acts on the main goal, `y` is unknown in the statement of `hg`, once on each side of the equation. The goal also remains an integrability statement containing no norms, so the final `simp only` finds nothing to rewrite and makes no progress.

The diff only moves `refine` two spaces to the left. It now runs after `hcont` is complete and applies to the integrability goal. This leaves an equality of norms at a named point `y`, so `hg` can be stated and `simp only` has the norms it needs to close the goal.

The change, after which it compiles:

```diff
@@ -23,5 +23,5 @@
       unfold gaussWave
       fun_prop
-      refine h.mono hcont.aestronglyMeasurable (ae_of_all _ fun y => le_of_eq ?_)
+    refine h.mono hcont.aestronglyMeasurable (ae_of_all _ fun y => le_of_eq ?_)
     -- the plane wave is a pure phase, so only the Gaussian is left in the norm
     have hg : ‖gaussWave p y‖ = Real.exp (-1 * y ^ 2) := by
```
